# For 0 ≤ b < 1, the scale-and-fold step with a = 2/(2 − b) keeps levels in [0, b] below levels in (b, 1]

## Why is it safe to lift an empty level off zero?

Take an approximate density matrix with three eigenvalues: $0$, $\tfrac12$ and $1$. The first two belong to unoccupied levels and should end at $0$; the third is occupied and should stay at $1$. Squaring the matrix, which is one of the two steps of SP2 purification (the other is $X\mapsto 2X-X^2$), gives $0, \tfrac14, 1$.

The accelerated version stretches the spectrum about $1$ before squaring, $x \mapsto (1-a+ax)^2$. With $b=\tfrac12$ as the upper bound on the unoccupied levels, I am told to use $a = 2/(2-b) = \tfrac43$. That gives $\tfrac19, \tfrac19, 1$. The middle level has improved, but the level that was already correct has moved away from $0$, and two different levels now coincide.

If the step can scramble the unoccupied levels like this, how do I know that none of them overtakes an occupied one? And why stop at $2/(2-b)$ and not stretch further?

## The lift goes no higher than the image of b

The scrambling is confined to the unoccupied levels. Write $h(x) = (1-a+ax)^2$ with $a=2/(2-b)$ and $0\le b<1$. The level at $0$ is lifted exactly to $h(b)$, every other level in $[0,b]$ lands at or below that value, and every level in $(b,1]$ lands strictly above it. A larger $a$ would lift the level at $0$ past $h(b)$ whenever $b>0$.

In linear-scaling electronic structure, this supports one accelerated squaring step of a density-matrix purification, for exact matrix operations, eigenvalues in $[0,1]$, and a bound $b$ that really separates the unoccupied from the occupied levels.

### The parabola folds at b/2

First, the scalar map governs the matrix. If $Xv = xv$, then
$$\big((1-a)I + aX\big)v = (1-a+ax)\,v,$$
and applying the same operator again gives $h(x)\,v$.

Now insert $a = 2/(2-b)$:
$$1-a+ax = \frac{(2-b) - 2 + 2x}{2-b} = \frac{2x-b}{2-b}, \qquad h(x) = \left(\frac{2x-b}{2-b}\right)^2 .$$
This is a parabola with its minimum at $x=b/2$. It takes equal values at $0$ and at $b$, namely $c^2$ with $c = b/(2-b)$. That is the coincidence in your example. Also $h(1)=1$.

**Increase above the fold.** If $b/2\le x<y$, then $0 \le \frac{2x-b}{2-b} < \frac{2y-b}{2-b}$, and squaring preserves the strict inequality. Since $b\ge0$ gives $b/2\le b$, the map is strictly increasing on $[b,1]$.

**The unoccupied window.** For $0\le x\le b$ we have $-b\le 2x-b\le b$. Dividing by $2-b>0$ puts the base of the square in $[-c,c]$, so $0\le h(x)\le c^2$. Every value in that range is reached: given $y\in[0,c^2]$, set
$$x = \frac{b+(2-b)\sqrt y}{2}.$$
Then $\frac{2x-b}{2-b}=\sqrt y$, so $h(x)=y$. From $0\le\sqrt y\le c$ we get $0\le(2-b)\sqrt y\le b$, hence $b/2\le x\le b$.

**The upper window.** For $b\le x\le1$, monotonicity gives $c^2 = h(b)\le h(x)\le h(1)=1$. Conversely, for $y\in[c^2,1]$ use the same $x$. Now $c\le\sqrt y\le1$ gives $b\le(2-b)\sqrt y\le 2-b$, hence $b\le x\le1$.

**Separation.** For $x\in[0,b]$ and $y\in(b,1]$, the last results combine to
$$h(x)\le c^2 = h(b) < h(y).$$

**How far one may stretch.** Let $a>0$ be free again, take $0<b<2$, and write $h_a(x) = (1-a+ax)^2$. A difference of squares factorises:
$$h_a(b)-h_a(x) = a(b-x)\big(2-2a+a(b+x)\big).$$
At $x=0$ this is $ab\,\big(2-a(2-b)\big)$, which is non-negative exactly when $a\le 2/(2-b)$. If that holds, the last factor is non-negative for every $x\in[0,b]$, because it only grows with $x$. So $h_a(x)\le h_a(b)$ on the whole window if and only if $a\le2/(2-b)$. For $b<1$ and a larger $a$, the image of $0$ lies above that of $b$, and by continuity also above the images of levels just above $b$. An occupied level there would be overtaken by an empty one at $0$. In your example, $a=2$ would send $0$ to $1$ and $\tfrac12$ to $0$: the empty level would become fully occupied.

**Gain over plain squaring.** For $0<b<1$ we have $2-b>1$, so $0<c<b$ and $c^2<b^2$. For $b=\tfrac12$ this is $\tfrac19$ against $\tfrac14$. This compares the upper end of the unoccupied window. There is a price on the other side: an occupied level $y$ with $b<y<1$ is lowered further than by plain squaring, because $0<\frac{2y-b}{2-b}<y$. At $b=0$ the factor is $a=1$, the step is plain squaring, and there is no gain.

### What the Lean statements say about levels and operators

`fold a x` is the polynomial $(1-a+ax)^2$ for real $a$ and $x$, and `scale b` is the factor $2/(2-b)$. Thus `fold (scale b)` is $h$. The convention is that $1$ means occupied and $0$ means empty, per orbital. A window of levels is a closed interval: `Icc 0 b` is $[0,b]$. `Ioc b 1` is $(b,1]$, `Ici (b / 2)` is $[b/2,\infty)$, and `''` denotes the image of a set under a function.

`foldOp a X` applies the same polynomial to a linear operator `X` on a complex vector space `V`, where `Module.End ℂ V` is the type of such operators. The theorem `foldOp_eigenvector` says that if $Xv=xv$ with $x$ real, then the updated operator multiplies $v$ by `fold a x`. It needs neither an inner product nor finite dimension. For a density matrix, Hermiticity is what makes the eigenvalues real and supplies a full set of eigenvectors.

The main theorem, `scale_and_fold`, assumes $0\le b<1$ and states four things:

- the image of $[0,b]$ is exactly $[0,(b/(2-b))^2]$;
- the image of $[b,1]$ is exactly $[(b/(2-b))^2,1]$;
- the step is strictly increasing on $[b,1]$;
- it fixes $1$.

The images are of whole intervals. A matrix with finitely many levels puts only finitely many points into them.

`levels_stay_separated` is the answer to your first question, and `scale_optimal` to your second. The word "optimal" there refers to the largest factor that lifts no level of $[0,b]$ above the image of $b$; it does not refer to the number of iterations. Likewise, `faster_than_squaring` compares the upper ends of the unoccupied window after a single step.

The bound $b$ is an input. It stands for knowledge of where the unoccupied part of the spectrum ends, which a calculation can get, for example, from estimates of the levels next to the gap. The file treats neither those estimates nor the trace, the choice between the two SP2 branches, convergence, or the truncation of small matrix elements.

The requirement that the occupied level lie above $b$ does real work in the separation theorem. Suppose we asked only for $x<y$, with both in $[0,1]$. For $b=\tfrac12$, $x=0$ and $y=\tfrac14$ we get $h(x)=\tfrac19$ but $h(y)=0$, so the order is reversed. If an occupied level has slipped below the assumed bound, this step can therefore put it beneath an empty one.

```lean
import Mathlib

open Set

namespace ScaleAndFold

noncomputable section

/-- The scale-and-fold step on an occupation number `x`: stretch by `a` about the point `1`,
then square. -/
def fold (a x : ℝ) : ℝ := (1 - a + a * x) ^ 2

/-- The stretching factor `2 / (2 - b)` for a window `[0, b]` of unoccupied levels, meant for
`b < 2` (at `b = 2` Lean's division gives `0`). -/
def scale (b : ℝ) : ℝ := 2 / (2 - b)

/-- The scale-and-fold step on a linear operator `X` of a complex vector space. -/
def foldOp {V : Type*} [AddCommGroup V] [Module ℂ V] (a : ℝ) (X : Module.End ℂ V) :
    Module.End ℂ V :=
  ((1 - (a : ℂ)) • (1 : Module.End ℂ V) + (a : ℂ) • X) ^ 2

/-- If `v` satisfies `X v = x v` with `x` real, then the updated operator multiplies `v`
by `fold a x`. -/
theorem foldOp_eigenvector {V : Type*} [AddCommGroup V] [Module ℂ V] (a x : ℝ)
    (X : Module.End ℂ V) (v : V) (hX : X v = (x : ℂ) • v) :
    foldOp a X v = ((fold a x : ℝ) : ℂ) • v := by
  -- the stretched operator acts on `v` as a number
  have h1 : ((1 - (a : ℂ)) • (1 : Module.End ℂ V) + (a : ℂ) • X) v
      = (1 - (a : ℂ) + a * x) • v := by
    simp only [LinearMap.add_apply, LinearMap.smul_apply, Module.End.one_apply, hX]
    module
  rw [foldOp, pow_two, Module.End.mul_apply, h1, map_smul, h1, smul_smul]
  congr 1
  simp only [fold]
  push_cast
  ring

/-- For `b < 2` and the factor `2 / (2 - b)`, the step is a parabola with its fold at `b / 2`. -/
theorem fold_scale {b : ℝ} (hb : b < 2) (x : ℝ) :
    fold (scale b) x = ((2 * x - b) / (2 - b)) ^ 2 := by
  have hd : 2 - b ≠ 0 := by linarith
  have hs : 2 / (2 - b) * (2 - b) = 2 := div_mul_cancel₀ _ hd
  have key : 1 - 2 / (2 - b) + 2 / (2 - b) * x = (2 * x - b) / (2 - b) := by
    rw [eq_div_iff hd]
    linear_combination (x - 1) * hs
  rw [fold, scale, key]

/-- For `b < 2` the step with factor `2 / (2 - b)` is strictly increasing from the fold
`b / 2` upwards. -/
theorem fold_strictMonoOn {b : ℝ} (hb : b < 2) :
    StrictMonoOn (fold (scale b)) (Ici (b / 2)) := by
  intro x hx y _ hxy
  have hd : 0 < 2 - b := by linarith
  have hx' : b / 2 ≤ x := hx
  have h0 : 0 ≤ (2 * x - b) / (2 - b) := div_nonneg (by linarith) hd.le
  have h1 : (2 * x - b) / (2 - b) < (2 * y - b) / (2 - b) :=
    div_lt_div_of_pos_right (by linarith) hd
  rw [fold_scale hb, fold_scale hb]
  exact sq_lt_sq' (by linarith) h1

/-- For `0 ≤ b < 1` and the factor `2 / (2 - b)`, the step maps `[0, b]` onto
`[0, (b / (2 - b))²]` and `[b, 1]` onto `[(b / (2 - b))², 1]`, is strictly increasing on
`[b, 1]`, and fixes `1`. -/
theorem scale_and_fold {b : ℝ} (hb0 : 0 ≤ b) (hb1 : b < 1) :
    fold (scale b) '' Icc 0 b = Icc 0 ((b / (2 - b)) ^ 2) ∧
    fold (scale b) '' Icc b 1 = Icc ((b / (2 - b)) ^ 2) 1 ∧
    StrictMonoOn (fold (scale b)) (Icc b 1) ∧
    fold (scale b) 1 = 1 := by
  have hb : b < 2 := by linarith
  have hd : 0 < 2 - b := by linarith
  have hc : 0 ≤ b / (2 - b) := div_nonneg hb0 hd.le
  have hone : fold (scale b) 1 = 1 := by
    simp only [fold]
    ring
  have hbb : fold (scale b) b = (b / (2 - b)) ^ 2 := by
    rw [fold_scale hb, show 2 * b - b = b by ring]
  have hmono : StrictMonoOn (fold (scale b)) (Icc b 1) :=
    (fold_strictMonoOn hb).mono fun x hx => by
      have := hx.1
      show b / 2 ≤ x
      linarith
  -- the preimage on the rising branch of the parabola
  have hinv : ∀ y : ℝ, 0 ≤ y → fold (scale b) ((b + (2 - b) * √y) / 2) = y := by
    intro y hy
    have h : (2 * ((b + (2 - b) * √y) / 2) - b) / (2 - b) = √y := by
      rw [div_eq_iff hd.ne']
      ring
    rw [fold_scale hb, h, Real.sq_sqrt hy]
  refine ⟨?_, ?_, hmono, hone⟩
  · apply Subset.antisymm
    · rintro _ ⟨x, hx, rfl⟩
      have hx0 := hx.1
      have hx1 := hx.2
      rw [fold_scale hb]
      refine ⟨sq_nonneg _, sq_le_sq' ?_ ?_⟩
      · rw [← neg_div, div_le_div_iff_of_pos_right hd]
        linarith
      · rw [div_le_div_iff_of_pos_right hd]
        linarith
    · intro y hy
      have hs := Real.sqrt_le_sqrt hy.2
      rw [Real.sqrt_sq hc, le_div_iff₀ hd] at hs
      have hp := mul_nonneg hd.le (Real.sqrt_nonneg y)
      exact ⟨_, ⟨by linarith, by linarith⟩, hinv y hy.1⟩
  · apply Subset.antisymm
    · rintro _ ⟨x, hx, rfl⟩
      have h1 := hmono.monotoneOn (left_mem_Icc.2 hb1.le) hx hx.1
      have h2 := hmono.monotoneOn hx (right_mem_Icc.2 hb1.le) hx.2
      rw [hbb] at h1
      rw [hone] at h2
      exact ⟨h1, h2⟩
    · intro y hy
      have hs := Real.sqrt_le_sqrt hy.1
      rw [Real.sqrt_sq hc, div_le_iff₀ hd] at hs
      have ht := Real.sqrt_le_sqrt hy.2
      rw [Real.sqrt_one] at ht
      have hp := mul_nonneg hd.le (sub_nonneg.2 ht)
      exact ⟨_, ⟨by linarith, by linarith⟩, hinv y ((sq_nonneg _).trans hy.1)⟩

/-- For `b < 1`, a level `x` in `[0, b]` stays strictly below a level `y` in `(b, 1]` after
the step with factor `2 / (2 - b)`. -/
theorem levels_stay_separated {b x y : ℝ} (hb1 : b < 1) (hx : x ∈ Icc 0 b)
    (hy : y ∈ Ioc b 1) : fold (scale b) x < fold (scale b) y := by
  have hb0 : 0 ≤ b := hx.1.trans hx.2
  obtain ⟨hlow, hup, hmono, -⟩ := scale_and_fold hb0 hb1
  have h1 : fold (scale b) x ∈ Icc 0 ((b / (2 - b)) ^ 2) := hlow ▸ mem_image_of_mem _ hx
  have h2 : fold (scale b) b ∈ Icc ((b / (2 - b)) ^ 2) 1 :=
    hup ▸ mem_image_of_mem _ (left_mem_Icc.2 hb1.le)
  exact (h1.2.trans h2.1).trans_lt (hmono (left_mem_Icc.2 hb1.le) ⟨hy.1.le, hy.2⟩ hy.1)

/-- For `0 < b < 2` and a stretching factor `a > 0`, no level of `[0, b]` is lifted above the
image of `b` if and only if `a ≤ 2 / (2 - b)`. -/
theorem scale_optimal {a b : ℝ} (ha : 0 < a) (hb0 : 0 < b) (hb : b < 2) :
    (∀ x ∈ Icc 0 b, fold a x ≤ fold a b) ↔ a ≤ scale b := by
  have hd : 0 < 2 - b := by linarith
  rw [scale, le_div_iff₀ hd]
  constructor
  · intro h
    -- the level at zero is the first one to be lifted too far
    have h0 := h 0 ⟨le_refl 0, hb0.le⟩
    simp only [fold] at h0
    by_contra hcon
    have hgt : 0 < a * (2 - b) - 2 := by linarith [not_le.1 hcon]
    nlinarith [mul_pos (mul_pos ha hb0) hgt]
  · intro h x hx
    have hax := mul_nonneg ha.le hx.1
    have hsum : 0 ≤ 2 - 2 * a + a * (b + x) := by linarith
    simp only [fold]
    nlinarith [mul_nonneg (mul_nonneg ha.le (sub_nonneg.2 hx.2)) hsum]

/-- For `0 < b < 1`, the upper end `(b / (2 - b))²` of the folded window is strictly below
the value `b²` that plain squaring gives at `b`. -/
theorem faster_than_squaring {b : ℝ} (hb0 : 0 < b) (hb1 : b < 1) :
    (b / (2 - b)) ^ 2 < b ^ 2 := by
  have hd : 0 < 2 - b := by linarith
  have hpos : 0 < b / (2 - b) := div_pos hb0 hd
  refine sq_lt_sq' (by linarith) ?_
  rw [div_lt_iff₀ hd]
  nlinarith [mul_pos hb0 (sub_pos.2 hb1)]

end

end ScaleAndFold
```

```lean
#print axioms ScaleAndFold.fold_scale
-- 'ScaleAndFold.fold_scale' depends on axioms: [propext, Classical.choice, Quot.sound]
#print axioms ScaleAndFold.levels_stay_separated
-- 'ScaleAndFold.levels_stay_separated' depends on axioms: [propext, Classical.choice, Quot.sound]
#print axioms ScaleAndFold.scale_optimal
-- 'ScaleAndFold.scale_optimal' depends on axioms: [propext, Classical.choice, Quot.sound]
#print axioms ScaleAndFold.faster_than_squaring
-- 'ScaleAndFold.faster_than_squaring' depends on axioms: [propext, Classical.choice, Quot.sound]
```

### From the folded parabola to the Lean proofs

`foldOp_eigenvector` follows the two applications of the stretched operator. The step `h1` shows that it acts on `v` as the number $1-a+ax$. The rewrite with `pow_two` and `Module.End.mul_apply` turns the square into two successive applications, and `h1` is used once for each. The closing lines identify the resulting complex number with the real value `fold a x`.

`fold_scale` is the substitution of $a=2/(2-b)$. After the denominator has been cleared, `linear_combination (x - 1) * hs` uses the single relation $\frac{2}{2-b}(2-b)=2$, multiplied by $x-1$.

`fold_strictMonoOn` rewrites both values in the folded form and compares the bases. The lemma `sq_lt_sq'` gives $s^2<t^2$ from $-t<s<t$. The lower inequality holds because the smaller base is non-negative, which is where $x\ge b/2$ enters.

`scale_and_fold` first collects the ingredients:

- `hone` is $h(1)=1$ and `hbb` is $h(b)=c^2$;
- `hmono` restricts the previous lemma from $[b/2,\infty)$ to $[b,1]$;
- `hinv` is the square-root formula for a preimage, valid for every $y\ge0$.

Each image is then proved equal to its interval by `Subset.antisymm`, that is, by two inclusions. For $[0,b]$, the forward inclusion bounds the base between $-c$ and $c$ and applies `sq_le_sq'`. For $[b,1]$, it evaluates the monotone function at the two endpoints. Both reverse inclusions supply the preimage from `hinv`. The inequalities on `√y` come from `Real.sqrt_le_sqrt` and `Real.sqrt_nonneg`, and `linarith` turns them into the statement that the preimage lies in the right window.

`levels_stay_separated` takes its parts from the main theorem. The first image bounds $h(x)$ above by $c^2$, the second bounds $h(b)$ below by $c^2$, and strict monotonicity gives $h(b)<h(y)$. The final line chains the three.

In `scale_optimal`, the forward direction tests the assumption at $x=0$. If $a(2-b)>2$, then the product $ab\,(a(2-b)-2)$ is positive, and `nlinarith` finds the contradiction with $h_a(0)\le h_a(b)$. In the reverse direction, `hsum` is the non-negativity of $2-2a+a(b+x)$, and `nlinarith` receives the full product $a(b-x)\big(2-2a+a(b+x)\big)$ from the factorisation above.

`faster_than_squaring` reduces the comparison of squares to $b/(2-b)<b$. Multiplying by $2-b$ leaves $b<b(2-b)$, which is the same as $b(1-b)>0$, the product handed to `nlinarith`.
